# Noodleman's formula: the gap $4Js_1s_2$ between the broken-symmetry and high-spin states of $H=-2J\,\mathbf A\cdot\mathbf B$

Let two spins $\mathbf A$ and $\mathbf B$ be coupled by $H=-2J\,\mathbf A\cdot\mathbf B$ with real $J$. Let $u$ be a normalised state with $\mathbf A$ fully up ($A_z=s_1$) and $\mathbf B$ fully down ($B_z=-s_2$), and let $v$ be a normalised state with both fully up. Then

$$\langle H\rangle_u-\langle H\rangle_v=4Js_1s_2 .$$

The constant $J$ stands for the effective exchange coupling between two magnetic centres. It is an input here and is not derived from an electronic Hamiltonian. With this sign convention, $J>0$ favours parallel spins. Broken-symmetry calculations in electronic structure use relations of this kind to turn two energies into a coupling constant; the result here concerns ideal states of a two-spin Heisenberg model.

## Energies of the two states

Set $\hbar=1$, write $A_\pm$, $B_\pm$ for the raising and lowering operators, with $A_-=A_+^\dagger$ and $B_-=B_+^\dagger$, and expand

$$\mathbf A\cdot\mathbf B=A_zB_z+\tfrac12(A_+B_-+A_-B_+).$$

On $u$ we have $A_+u=0$ and $B_-u=0$, so the first spin-flip term vanishes and

$$\mathbf A\cdot\mathbf B\,u=-s_1s_2\,u+\tfrac12A_-B_+u .$$

The remaining spin-flip vector is orthogonal to $u$, since $\langle u,A_-B_+u\rangle=\langle A_+u,B_+u\rangle=0$. Hence $\langle H\rangle_u=2Js_1s_2$.

On $v$ we have $A_+v=B_+v=0$. The term $A_-B_+v$ vanishes at once, and $A_+B_-v=B_-A_+v=0$ because $A_+$ commutes with $B_-$. So $\mathbf A\cdot\mathbf B\,v=s_1s_2v$ and $\langle H\rangle_v=-2Js_1s_2$. Subtraction gives the formula.

## Total spin and the residual

Now assume $[S_+,S_-]=2S_z$ for each spin. With $\mathbf S^2=S_z^2+\tfrac12(S_+S_-+S_-S_+)$, a state killed by $S_+$ with $S_z=s$ satisfies

$$\mathbf S^2x=\left(s^2+\tfrac12\cdot2s\right)x=s(s+1)x,$$

and a state killed by $S_-$ with $S_z=-s$ gives the same value. The local squared spins therefore agree in $u$ and $v$. For commuting spins $(\mathbf A+\mathbf B)^2=\mathbf A^2+\mathbf B^2+2\,\mathbf A\cdot\mathbf B$, so

$$\langle \mathbf S^2\rangle_v-\langle \mathbf S^2\rangle_u=2s_1s_2+2s_1s_2=4s_1s_2,$$

where $\mathbf S=\mathbf A+\mathbf B$. When $s_1$ and $s_2$ are nonzero, division gives Yamaguchi's expression

$$J=\frac{\langle H\rangle_u-\langle H\rangle_v}{\langle \mathbf S^2\rangle_v-\langle \mathbf S^2\rangle_u}.$$

The state $u$ is in general not an eigenvector. Its residual is $(H-\langle H\rangle_u)u=-J\,A_-B_+u$. Put $w=B_+u$. Then $A_+w=B_+A_+u=0$ and $A_zw=s_1w$, so $A_+A_-w=2s_1w$. Likewise $B_-B_+u=(B_+B_--2B_z)u=2s_2u$. Therefore

$$\|(H-\langle H\rangle_u)u\|^2=J^2\,\langle w,A_+A_-w\rangle=2J^2s_1\langle u,B_-B_+u\rangle=4J^2s_1s_2 .$$

## Operators and states as matrices and vectors

The index type `n` labels a finite orthonormal basis of the joint state space. Operators are complex matrices and states are functions `n → ℂ`.

In Lean 4 with Mathlib:

```lean
import Mathlib

open Matrix

namespace BrokenSymmetryExchange

noncomputable section

variable {n : Type*} [Fintype n]
```

The scalar product conjugates its left argument. The expectation value has the type of a complex number, even where it is real, so the energy formulas below are equalities of complex numbers.

```lean
/-- The scalar product `⟨x, M x⟩`, which is the expectation value of `M` when `x` is normalised. -/
def expect (M : Matrix n n ℂ) (x : n → ℂ) : ℂ := star x ⬝ᵥ (M *ᵥ x)
```

Of the ladder operators, only the raising ones are supplied as data; `Apᴴ` and `Bpᴴ` are the lowering operators.

```lean
/-- The scalar product `A·B` of two spins, written with raising operators, their adjoints
and `z` components. -/
def exchange (Ap Az Bp Bz : Matrix n n ℂ) : Matrix n n ℂ :=
  Az * Bz + (1 / 2 : ℂ) • (Ap * Bpᴴ + Apᴴ * Bp)
```

The factor $-2J$ fixes the convention for the coupling. Under $H=-J\,\mathbf A\cdot\mathbf B$ the gap would be half as large.

```lean
/-- The Heisenberg Hamiltonian `H = -2J A·B`. -/
def heisenberg (J : ℝ) (Ap Az Bp Bz : Matrix n n ℂ) : Matrix n n ℂ :=
  (-2 * (J : ℂ)) • exchange Ap Az Bp Bz
```

The squared spin is built from the same ingredients, and the one commutation relation within a single spin that the proofs use is kept as a separate predicate.

```lean
/-- The squared spin `Sz² + (S₊S₋ + S₋S₊)/2`. -/
def spinSq (Sp Sz : Matrix n n ℂ) : Matrix n n ℂ :=
  Sz * Sz + (1 / 2 : ℂ) • (Sp * Spᴴ + Spᴴ * Sp)

/-- The spin commutation relation `[S₊, S₋] = 2 Sz`. -/
def IsSpin (Sp Sz : Matrix n n ℂ) : Prop :=
  Sp * Spᴴ - Spᴴ * Sp = (2 : ℂ) • Sz
```

The relation $[S_z,S_+]=S_+$ is not part of `IsSpin`, because no derivation above uses it.

The two kinds of state are structures whose fields are the normalisation, annihilation and eigenvalue conditions. The parameters `s1` and `s2` are real numbers and are not required to be half-integers.

```lean
/-- A normalised state with spin `A` fully up and spin `B` fully down. -/
structure BrokenSymmetry (Ap Az Bp Bz : Matrix n n ℂ) (s1 s2 : ℝ) (u : n → ℂ) : Prop where
  unit : star u ⬝ᵥ u = 1
  raiseA : Ap *ᵥ u = 0
  lowerB : Bpᴴ *ᵥ u = 0
  zA : Az *ᵥ u = (s1 : ℂ) • u
  zB : Bz *ᵥ u = (-(s2 : ℂ)) • u

/-- A normalised state with both spins fully up. -/
structure HighSpin (Ap Az Bp Bz : Matrix n n ℂ) (s1 s2 : ℝ) (v : n → ℂ) : Prop where
  unit : star v ⬝ᵥ v = 1
  raiseA : Ap *ᵥ v = 0
  raiseB : Bp *ᵥ v = 0
  zA : Az *ᵥ v = (s1 : ℂ) • v
  zB : Bz *ᵥ v = (s2 : ℂ) • v
```

These are exact conditions. A broken-symmetry determinant from an approximate calculation, with overlapping magnetic orbitals or spin polarisation elsewhere, need not satisfy them.

A different model would take the state space to be a tensor product, with $\mathbf A$ acting on the first factor and $\mathbf B$ on the second. The commutation relations between $\mathbf A$ and $\mathbf B$ would then be consequences of the construction. Keeping them as hypotheses lets the theorems apply to any matrices that satisfy them, with no factorisation of the space given.

## The exchange operator on each state

The first lemma is the move $\langle x,M^\dagger y\rangle=\langle Mx,y\rangle$.

```lean
variable {Ap Az Bp Bz Sp Sz : Matrix n n ℂ} {s1 s2 : ℝ} {u v : n → ℂ}

/-- An adjoint operator acting on the ket can be moved to the bra. -/
theorem adjoint_move (M : Matrix n n ℂ) (x y : n → ℂ) :
    star x ⬝ᵥ (Mᴴ *ᵥ y) = star (M *ᵥ x) ⬝ᵥ y := by
  rw [Matrix.dotProduct_mulVec, Matrix.star_mulVec]
```

On $u$, the simplifier distributes the operator over the vector and inserts the conditions on $u$; `module` then collects the scalar coefficients. No commutation relation enters.

```lean
/-- On the broken-symmetry state, `A·B` gives `-s1 s2` times the state plus half of the
spin-flipped vector `A₋B₊u`. -/
theorem exchange_mulVec_broken (h : BrokenSymmetry Ap Az Bp Bz s1 s2 u) :
    exchange Ap Az Bp Bz *ᵥ u =
      (-((s1 : ℂ) * s2)) • u + (1 / 2 : ℂ) • (Apᴴ *ᵥ (Bp *ᵥ u)) := by
  simp only [exchange, add_mulVec, smul_mulVec, ← mulVec_mulVec, h.lowerB, h.zB,
    mulVec_smul, h.zA, mulVec_zero, zero_add]
  module
```

On $v$, the rewrite with `hp` exchanges $A_+$ and $B_-$, so that $A_+$ meets $v$ first.

```lean
/-- The high-spin state is an eigenvector of `A·B` with eigenvalue `s1 s2`. -/
theorem exchange_mulVec_high (hp : Ap * Bpᴴ = Bpᴴ * Ap)
    (h : HighSpin Ap Az Bp Bz s1 s2 v) :
    exchange Ap Az Bp Bz *ᵥ v = ((s1 : ℂ) * s2) • v := by
  rw [exchange, hp]
  simp only [add_mulVec, smul_mulVec, ← mulVec_mulVec, h.raiseA, h.raiseB, h.zB,
    mulVec_smul, h.zA, mulVec_zero, add_zero, smul_zero]
  module
```

## The energy gap

The theorem assumes only `hp`, that $A_+$ commutes with $B_-$, and the two sets of state conditions. The spin algebra is not needed. In the proof, `adjoint_move` carries $A_-$ to the bra, where `hu.raiseA` makes the spin-flip contribution zero, and `ring` subtracts the two energies.

```lean
/-- Noodleman formula: the broken-symmetry energy minus the high-spin energy is
`4 J s1 s2`. -/
theorem noodleman (J : ℝ) (hp : Ap * Bpᴴ = Bpᴴ * Ap)
    (hu : BrokenSymmetry Ap Az Bp Bz s1 s2 u) (hv : HighSpin Ap Az Bp Bz s1 s2 v) :
    expect (heisenberg J Ap Az Bp Bz) u - expect (heisenberg J Ap Az Bp Bz) v =
      4 * J * s1 * s2 := by
  -- the spin-flip term vanishes in the mean because `A₊` kills `u`
  simp only [expect, heisenberg, smul_mulVec, exchange_mulVec_broken hu,
    exchange_mulVec_high hp hv, dotProduct_smul, dotProduct_add, adjoint_move, hu.raiseA,
    star_zero, zero_dotProduct, hu.unit, hv.unit, smul_eq_mul]
  ring
```

## Squared spins and Yamaguchi's quotient

Each of the next two lemmas uses the commutator to reorder the ladder operators so that the one annihilating the state acts first.

```lean
/-- A state killed by `S₊` with `Sz = s` has squared spin `s(s+1)`. -/
theorem spinSq_top {s : ℝ} (h : IsSpin Sp Sz) (hx : Sp *ᵥ u = 0)
    (hz : Sz *ᵥ u = (s : ℂ) • u) : spinSq Sp Sz *ᵥ u = ((s : ℂ) * (s + 1)) • u := by
  have h' : Sp * Spᴴ = Spᴴ * Sp + (2 : ℂ) • Sz := sub_eq_iff_eq_add'.mp h
  rw [spinSq, h']
  simp only [add_mulVec, smul_mulVec, ← mulVec_mulVec, hx, hz, mulVec_zero, mulVec_smul]
  module

/-- A state killed by `S₋` with `Sz = -s` has squared spin `s(s+1)`. -/
theorem spinSq_bottom {s : ℝ} (h : IsSpin Sp Sz) (hx : Spᴴ *ᵥ u = 0)
    (hz : Sz *ᵥ u = (-(s : ℂ)) • u) : spinSq Sp Sz *ᵥ u = ((s : ℂ) * (s + 1)) • u := by
  have h' : Sp * Spᴴ = Spᴴ * Sp + (2 : ℂ) • Sz := sub_eq_iff_eq_add'.mp h
  have h2 : Spᴴ * Sp = Sp * Spᴴ - (2 : ℂ) • Sz := eq_sub_of_add_eq h'.symm
  rw [spinSq, h2]
  simp only [add_mulVec, sub_mulVec, smul_mulVec, ← mulVec_mulVec, hx, hz, mulVec_zero,
    mulVec_smul]
  module
```

For the total spin, the adjoint of `hp` supplies the second commutation relation, $B_+A_-=A_-B_+$. The cross terms then combine into $2\,\mathbf A\cdot\mathbf B$.

```lean
/-- The squared total spin is the sum of the two local squared spins and `2 A·B`. -/
theorem spinSq_total (hp : Ap * Bpᴴ = Bpᴴ * Ap) (hz : Az * Bz = Bz * Az) :
    spinSq (Ap + Bp) (Az + Bz) =
      spinSq Ap Az + spinSq Bp Bz + (2 : ℂ) • exchange Ap Az Bp Bz := by
  have hp' : Bp * Apᴴ = Apᴴ * Bp := by
    simpa [conjTranspose_mul] using congrArg conjTranspose hp
  simp only [spinSq, exchange, conjTranspose_add, mul_add, add_mul, hp', ← hp, ← hz]
  module
```

In the quotient theorem, `hS` computes the denominator as $4s_1s_2$, and `noodleman` supplies the numerator. The hypotheses `h1` and `h2` make the division legitimate. For these ideal states the quotient carries the same information as the gap formula. In applications it is used with computed values of $\langle\mathbf S^2\rangle$ that deviate from the ideal ones, and the theorem gives no error estimate for that use.

```lean
/-- Yamaguchi formula: for nonzero spins, `J` is the energy difference of the two states
divided by the difference of their mean squared total spins. -/
theorem yamaguchi (J : ℝ) (hA : IsSpin Ap Az) (hB : IsSpin Bp Bz)
    (hp : Ap * Bpᴴ = Bpᴴ * Ap) (hz : Az * Bz = Bz * Az) (h1 : s1 ≠ 0) (h2 : s2 ≠ 0)
    (hu : BrokenSymmetry Ap Az Bp Bz s1 s2 u) (hv : HighSpin Ap Az Bp Bz s1 s2 v) :
    (J : ℂ) =
      (expect (heisenberg J Ap Az Bp Bz) u - expect (heisenberg J Ap Az Bp Bz) v) /
      (expect (spinSq (Ap + Bp) (Az + Bz)) v - expect (spinSq (Ap + Bp) (Az + Bz)) u) := by
  -- the local squared spins agree in both states and cancel
  have hS : expect (spinSq (Ap + Bp) (Az + Bz)) v -
      expect (spinSq (Ap + Bp) (Az + Bz)) u = 4 * s1 * s2 := by
    rw [spinSq_total hp hz]
    simp only [expect, add_mulVec, smul_mulVec, spinSq_top hA hu.raiseA hu.zA,
      spinSq_bottom hB hu.lowerB hu.zB, spinSq_top hA hv.raiseA hv.zA,
      spinSq_top hB hv.raiseB hv.zB, exchange_mulVec_broken hu, exchange_mulVec_high hp hv,
      dotProduct_smul, dotProduct_add, adjoint_move, hu.raiseA, star_zero,
      zero_dotProduct, hu.unit, hv.unit, smul_eq_mul]
    ring
  have h1' : (s1 : ℂ) ≠ 0 := Complex.ofReal_ne_zero.mpr h1
  have h2' : (s2 : ℂ) ≠ 0 := Complex.ofReal_ne_zero.mpr h2
  rw [noodleman J hp hu hv, hS, eq_div_iff (by simp [h1', h2'])]
  ring
```

## How far the broken-symmetry state is from an eigenvector

The left side of the next statement is the squared norm of the residual, written as a scalar product. Here `hE` is the energy of $u$, and `hr` reduces the residual to $-J\,A_-B_+u$. The steps `h1` and `h2` show that $B_+u$ is still fully up at $\mathbf A$; `h3` and `h4` are the two ladder identities that produce the factors $2s_1$ and $2s_2$. In this theorem `hp` and `hz` say that $A_+$ and $A_z$ commute with $B_+$, so they differ from the hypotheses of the same names in the earlier theorems. That $A_+$ commutes with $B_-$ is not assumed here.

```lean
/-- The residual `(H - ⟨H⟩)u` of the broken-symmetry state has squared norm
`4 J² s1 s2`. -/
theorem broken_residual (J : ℝ) (hA : IsSpin Ap Az) (hB : IsSpin Bp Bz)
    (hp : Ap * Bp = Bp * Ap) (hz : Az * Bp = Bp * Az)
    (h : BrokenSymmetry Ap Az Bp Bz s1 s2 u) :
    star (heisenberg J Ap Az Bp Bz *ᵥ u - expect (heisenberg J Ap Az Bp Bz) u • u) ⬝ᵥ
      (heisenberg J Ap Az Bp Bz *ᵥ u - expect (heisenberg J Ap Az Bp Bz) u • u) =
      4 * (J : ℂ) ^ 2 * s1 * s2 := by
  have hE : expect (heisenberg J Ap Az Bp Bz) u = 2 * J * s1 * s2 := by
    simp only [expect, heisenberg, smul_mulVec, exchange_mulVec_broken h, dotProduct_smul,
      dotProduct_add, adjoint_move, h.raiseA, star_zero, zero_dotProduct, h.unit,
      smul_eq_mul]
    ring
  -- only the spin-flipped vector survives in the residual
  have hr : heisenberg J Ap Az Bp Bz *ᵥ u - expect (heisenberg J Ap Az Bp Bz) u • u =
      (-(J : ℂ)) • (Apᴴ *ᵥ (Bp *ᵥ u)) := by
    rw [hE, heisenberg, smul_mulVec, exchange_mulVec_broken h]
    module
  have hA' : Ap * Apᴴ = Apᴴ * Ap + (2 : ℂ) • Az := sub_eq_iff_eq_add'.mp hA
  have hB' : Bp * Bpᴴ = Bpᴴ * Bp + (2 : ℂ) • Bz := sub_eq_iff_eq_add'.mp hB
  have h1 : Ap *ᵥ (Bp *ᵥ u) = 0 := by
    rw [mulVec_mulVec, hp, ← mulVec_mulVec, h.raiseA, mulVec_zero]
  have h2 : Az *ᵥ (Bp *ᵥ u) = (s1 : ℂ) • (Bp *ᵥ u) := by
    rw [mulVec_mulVec, hz, ← mulVec_mulVec, h.zA, mulVec_smul]
  have h3 : Ap *ᵥ (Apᴴ *ᵥ (Bp *ᵥ u)) = (2 * (s1 : ℂ)) • (Bp *ᵥ u) := by
    rw [mulVec_mulVec (Bp *ᵥ u) Ap Apᴴ, hA', add_mulVec, ← mulVec_mulVec, h1, mulVec_zero,
      zero_add, smul_mulVec, h2, smul_smul]
  have h4 : Bpᴴ *ᵥ (Bp *ᵥ u) = (2 * (s2 : ℂ)) • u := by
    rw [mulVec_mulVec, eq_sub_of_add_eq hB'.symm, sub_mulVec, ← mulVec_mulVec, h.lowerB,
      mulVec_zero, smul_mulVec, h.zB]
    module
  have hJ : star (-(J : ℂ)) = -(J : ℂ) := by simp
  rw [hr, star_smul, smul_dotProduct, dotProduct_smul, hJ, ← adjoint_move Apᴴ,
    conjTranspose_conjTranspose, h3, dotProduct_smul, ← adjoint_move Bp, h4,
    dotProduct_smul, h.unit]
  simp only [smul_eq_mul]
  ring
```

If $s_1$ or $s_2$ is zero, the residual and the energy gap both vanish, and Yamaguchi's quotient is excluded by its hypotheses.

## Two spins one half

The smallest case with both spins nonzero has $s_1=s_2=\tfrac12$, $u=\,\uparrow\downarrow$ and $v=\,\uparrow\uparrow$. The energies are $J/2$ and $-J/2$, so the gap is $J$. The mean squared total spins are $1$ and $2$, and the residual has norm $|J|$. The singlet and triplet energies, which the file does not compute, are $3J/2$ and $-J/2$: the state $\uparrow\downarrow$ is an equal-weight superposition of the singlet and the triplet state with total $S_z=0$, and its energy lies halfway between the two energies.

The matrices below use the basis order $\uparrow\uparrow,\uparrow\downarrow,\downarrow\uparrow,\downarrow\downarrow$.

```lean
/-- Raising operator of the first of two spins one half, in the basis `↑↑, ↑↓, ↓↑, ↓↓`. -/
def aP : Matrix (Fin 4) (Fin 4) ℂ := !![0, 0, 1, 0; 0, 0, 0, 1; 0, 0, 0, 0; 0, 0, 0, 0]

/-- The `z` component of the first spin one half. -/
def aZ : Matrix (Fin 4) (Fin 4) ℂ :=
  !![1/2, 0, 0, 0; 0, 1/2, 0, 0; 0, 0, -1/2, 0; 0, 0, 0, -1/2]

/-- Raising operator of the second spin one half. -/
def bP : Matrix (Fin 4) (Fin 4) ℂ := !![0, 1, 0, 0; 0, 0, 0, 0; 0, 0, 0, 1; 0, 0, 0, 0]

/-- The `z` component of the second spin one half. -/
def bZ : Matrix (Fin 4) (Fin 4) ℂ :=
  !![1/2, 0, 0, 0; 0, -1/2, 0, 0; 0, 0, 1/2, 0; 0, 0, 0, -1/2]
```

The last theorem confirms that this example meets every condition used above, so the general results apply to it. Its proof checks the six operator identities entry by entry, then the normalisation and the four vector equations for each state.

```lean
/-- Two spins one half, with the states `↑↓` and `↑↑`, satisfy the spin relations, the
commutation relations and the conditions on both states. -/
theorem two_spins_witness :
    (IsSpin aP aZ ∧ IsSpin bP bZ) ∧
    (aP * bP = bP * aP ∧ aP * bPᴴ = bPᴴ * aP ∧ aZ * bZ = bZ * aZ ∧ aZ * bP = bP * aZ) ∧
    BrokenSymmetry aP aZ bP bZ (1 / 2) (1 / 2) ![0, 1, 0, 0] ∧
    HighSpin aP aZ bP bZ (1 / 2) (1 / 2) ![1, 0, 0, 0] := by
  unfold IsSpin
  refine ⟨⟨?_, ?_⟩, ⟨?_, ?_, ?_, ?_⟩, ⟨?_, ?_, ?_, ?_, ?_⟩, ⟨?_, ?_, ?_, ?_, ?_⟩⟩
  -- the six operator identities, entry by entry
  iterate 6
    · ext i j
      simp only [Matrix.sub_apply, Matrix.smul_apply, Matrix.mul_apply,
        Matrix.conjTranspose_apply, Fin.sum_univ_four, smul_eq_mul]
      fin_cases i <;> fin_cases j <;> simp [aP, aZ, bP, bZ] <;> norm_num
  -- the conditions on the two states
  · simp [dotProduct, Fin.sum_univ_four]
  iterate 4
    · ext i
      simp only [mulVec, dotProduct, Matrix.conjTranspose_apply, Fin.sum_univ_four]
      fin_cases i <;> simp [aP, aZ, bP, bZ] <;> norm_num
  · simp [dotProduct, Fin.sum_univ_four]
  iterate 4
    · ext i
      simp only [mulVec, dotProduct, Fin.sum_univ_four]
      fin_cases i <;> simp [aP, aZ, bP, bZ]

end

end BrokenSymmetryExchange
```

```lean
#print axioms BrokenSymmetryExchange.noodleman
#print axioms BrokenSymmetryExchange.yamaguchi
#print axioms BrokenSymmetryExchange.broken_residual
```

```
'BrokenSymmetryExchange.noodleman' depends on axioms: [propext, Classical.choice, Quot.sound]
'BrokenSymmetryExchange.yamaguchi' depends on axioms: [propext, Classical.choice, Quot.sound]
'BrokenSymmetryExchange.broken_residual' depends on axioms: [propext, Classical.choice, Quot.sound]
```
